# Thermal coupling-constant integration for finite Hermitian matrices

Q: Take one spin with H = εσz and V = gσx, where σz and σx are Pauli matrices, ε > 0 and g is real. H and V don't commute when g ≠ 0. Yet you say that switching on V changes the thermodynamic potential by an integral of plain thermal averages of V. Where did the commutators go?

A: Into the trace. Write K(s) = H + sV and E(s) = √(ε² + s²g²). The eigenvalues of K(s) are ±E(s), so at temperature T > 0, in energy units,

Ω(s) = -T ln tr exp(-K(s)/T) = -T ln(2 cosh(E/T))

dΩ/ds = -(s g²/E) tanh(E/T).

For the average, K² = E² gives exp(-K/T) = cosh(E/T) - (K/E) sinh(E/T). Since tr V = 0 and tr(VK) = 2sg²,

tr(V exp(-K/T)) / tr exp(-K/T) = -(s g²/E) tanh(E/T).

The two agree at every s, and integrating from 0 to 1 gives Ω(1) - Ω(0).

Q: Two-level algebra is kind. What replaces it for general matrices?

A: The derivative of a trace of a power. If Y(t) is a differentiable matrix path, the product rule gives m+1 terms for Y^(m+1), with Y' in a different position in each. Cyclicity makes their traces equal:

d/dt tr Y^(m+1) = (m+1) tr(Y' Y^m).

Now let A(t) be a matrix path with derivative B at t = s. Put c = 1/(m+1) and Y = exp(cA), so that Y^(m+1) = exp A. Write D(X)[B] for the derivative of the exponential at X in direction B. Then Y' = c D(cA)[B], and the factor m+1 cancels c:

d/dt tr exp A = tr(D(cA)[B] exp((1-c)A)).

The left side doesn't depend on m. As m grows, c → 0. The derivative D(X)[B] is continuous in X, and D(0)[B] = B because exp X = 1 + X + higher orders. Hence

d/dt tr exp A = tr(B exp A).

With A = -K/T and Z = tr exp(-K/T), this reads Z' = -(1/T) tr(K' exp(-K/T)), so

dΩ/ds = -T Z'/Z = tr(K' exp(-K/T)) / Z.

The logarithm needs Z > 0. Put R = exp(-K/(2T)), which is Hermitian and invertible. Then Z = tr R² = Σ |R_ij|² > 0. For a continuously differentiable path the right side is continuous in s, and the fundamental theorem of calculus gives the integral. For K = H + sV, K' = V.

Q: Now the formal version. What is a Hamiltonian there?

A: A complex square matrix whose rows and columns are labelled by a finite type `n`, the states of an orthonormal basis. That it is Hermitian is a hypothesis of the theorems that need it.

In Lean 4 with Mathlib:

```lean
import Mathlib

open Matrix Filter
open scoped Matrix.Norms.Operator ComplexOrder Topology

noncomputable section

namespace ThermalCouplingIntegration

variable {n : Type*} [Fintype n] [DecidableEq n]
```

The Boltzmann operator is the true matrix exponential, not an entrywise one.

```lean
/-- The Boltzmann operator `exp(-K/T)` of a Hamiltonian `K` at temperature `T ≠ 0`. -/
def boltzmann (T : ℝ) (K : Matrix n n ℂ) : Matrix n n ℂ :=
  NormedSpace.exp ((-T⁻¹) • K)

/-- The partition function, the real part of `tr exp(-K/T)`, for `T ≠ 0`. -/
def partitionFn (T : ℝ) (K : Matrix n n ℂ) : ℝ := (boltzmann T K).trace.re

/-- The thermodynamic potential `Ω = -T ln tr exp(-K/T)`, for `T ≠ 0` and a positive
partition function. -/
def potential (T : ℝ) (K : Matrix n n ℂ) : ℝ := -T * Real.log (partitionFn T K)

/-- The thermal average `tr(A exp(-K/T)) / tr exp(-K/T)`, taken with real parts of the traces,
for `T ≠ 0` and a nonzero partition function. -/
def thermalAverage (T : ℝ) (K A : Matrix n n ℂ) : ℝ :=
  (A * boltzmann T K).trace.re / partitionFn T K
```

Boltzmann's constant is 1. If `K` includes -μN on a finite Fock space, with μ fixed, `potential` is the grand potential; at fixed particle number it is the Helmholtz free energy.

Q: You take real parts. That could hide an imaginary remainder.

A: For Hermitian matrices there is none, and `thermalAverage_eq_trace`, further down, proves it. First come the trace as a continuous linear map, which lets limits and derivatives pass through it, and the power rule.

```lean
/-- The trace as a continuous real-linear map. -/
def traceL : Matrix n n ℂ →L[ℝ] ℂ where
  toLinearMap := Matrix.traceLinearMap n ℝ ℂ
  cont := continuous_id.matrix_trace

/-- A power of a differentiable matrix path is differentiable, and under the trace, against
powers of the same matrix, its derivative obeys the commutative power rule. -/
theorem trace_deriv_pow {Y : ℝ → Matrix n n ℂ} {Y' : Matrix n n ℂ} {s : ℝ}
    (hY : HasDerivAt Y Y' s) (k : ℕ) :
    ∃ P, HasDerivAt (fun t => Y t ^ (k + 1)) P s ∧
      ∀ j : ℕ, (Y s ^ j * P).trace = ((k : ℂ) + 1) * (Y' * Y s ^ (j + k)).trace := by
  induction k with
  | zero =>
    refine ⟨Y', by simpa using hY, fun j => ?_⟩
    rw [Matrix.trace_mul_comm]
    simp
  | succ k ih =>
    obtain ⟨P, hP, h⟩ := ih
    refine ⟨P * Y s + Y s ^ (k + 1) * Y', ?_, fun j => ?_⟩
    · have hmul := hP.fun_mul hY
      have e : (fun t => Y t ^ (k + 1 + 1)) = fun t => Y t ^ (k + 1) * Y t :=
        funext fun t => pow_succ (Y t) (k + 1)
      rw [e]
      exact hmul
    · -- cyclicity moves every factor to the same side
      have h1 : (Y s ^ j * (P * Y s)).trace = (Y s ^ (j + 1) * P).trace := by
        rw [← mul_assoc, Matrix.trace_mul_comm, ← mul_assoc, ← pow_succ']
      have h2 : (Y s ^ j * (Y s ^ (k + 1) * Y')).trace = (Y' * Y s ^ (j + (k + 1))).trace := by
        rw [← mul_assoc, ← pow_add, Matrix.trace_mul_comm]
      rw [mul_add, Matrix.trace_add, h1, h2, h (j + 1), show j + 1 + k = j + (k + 1) by omega]
      push_cast
      ring
```

Q: Why the extra power `j` in that rule?

A: It makes the induction close. Let P be the derivative of Y^(k+1). The next derivative is P Y + Y^(k+1) Y'. Under the trace against Y^j, the first term becomes tr(Y^(j+1) P), which is the induction hypothesis at j+1, and the second adds one more copy of tr(Y' Y^(j+k+1)). The count goes from k+1 to k+2.

The exponential comes next. In the proof, `key` is the identity with m+1 equal factors, `hF` is continuity at c = 0, and `tendsto_nhds_unique` equates the constant left side with the limit.

```lean
/-- Along a differentiable matrix path `A`, the derivative of `tr exp A` is `tr(A' exp A)`,
even if `A` and `A'` do not commute. -/
theorem hasDerivAt_trace_exp {A : ℝ → Matrix n n ℂ} {B : Matrix n n ℂ} {s : ℝ}
    (hA : HasDerivAt A B s) :
    HasDerivAt (fun t => (NormedSpace.exp (A t)).trace)
      (B * NormedSpace.exp (A s)).trace s := by
  let E : Matrix n n ℂ → Matrix n n ℂ := NormedSpace.exp
  have hE : ∀ X, AnalyticAt ℝ E X := fun X => NormedSpace.exp_analytic X
  have hpath (c : ℝ) : HasDerivAt (fun t => E (c • A t)) (fderiv ℝ E (c • A s) (c • B)) s := by
    have h : HasDerivAt (fun t => c • A t) (c • B) s := hA.const_smul c
    exact HasFDerivAt.comp_hasDerivAt s (hE (c • A s)).differentiableAt.hasFDerivAt h
  -- split the exponential into m + 1 equal factors
  have key (m : ℕ) (c : ℝ) (hc : ((m : ℝ) + 1) * c = 1) :
      (fderiv ℝ E (A s) B).trace
        = (fderiv ℝ E (c • A s) B * E (A s - c • A s)).trace := by
    obtain ⟨P, hP, h⟩ := trace_deriv_pow (hpath c) m
    have hpow : (fun t => E (c • A t) ^ (m + 1)) = fun t => E ((1 : ℝ) • A t) := by
      funext t
      change NormedSpace.exp (c • A t) ^ (m + 1) = NormedSpace.exp ((1 : ℝ) • A t)
      rw [← Matrix.exp_nsmul, ← Nat.cast_smul_eq_nsmul ℝ, smul_smul,
        show ((m + 1 : ℕ) : ℝ) * c = 1 by push_cast; exact hc]
    have hm : E (c • A s) ^ m = E (A s - c • A s) := by
      change NormedSpace.exp (c • A s) ^ m = NormedSpace.exp (A s - c • A s)
      rw [← Matrix.exp_nsmul, ← Nat.cast_smul_eq_nsmul ℝ, smul_smul,
        show (m : ℝ) * c = 1 - c by linear_combination hc, sub_smul, one_smul]
    rw [hpow] at hP
    have hP1 : P = fderiv ℝ E (A s) B := by
      simpa only [one_smul] using hP.unique (hpath 1)
    have h0 := h 0
    have hcC : ((m : ℂ) + 1) * (c : ℂ) = 1 := by exact_mod_cast hc
    rw [pow_zero, one_mul, zero_add, hm, map_smul, smul_mul_assoc, Matrix.trace_smul,
      Complex.real_smul, ← mul_assoc, hcC, one_mul] at h0
    rw [← hP1, h0]
  -- let the number of factors grow
  have h1 : ContinuousAt (fun c : ℝ => fderiv ℝ E (c • A s)) 0 :=
    ContinuousAt.comp_of_eq (hE 0).fderiv.continuousAt
      (continuous_id.smul continuous_const).continuousAt (zero_smul ℝ (A s))
  have h2 : ContinuousAt (fun c : ℝ => E (A s - c • A s)) 0 :=
    ContinuousAt.comp_of_eq (hE (A s)).continuousAt
      (continuous_const.sub (continuous_id.smul continuous_const)).continuousAt (by simp)
  have hF : ContinuousAt
      (fun c : ℝ => (fderiv ℝ E (c • A s) B * E (A s - c • A s)).trace) 0 :=
    traceL.continuous.continuousAt.comp ((h1.clm_apply continuousAt_const).mul h2)
  have hlim := hF.tendsto.comp (tendsto_one_div_add_atTop_nhds_zero_nat (𝕜 := ℝ))
  have hconst : Tendsto (fun _ : ℕ => (fderiv ℝ E (A s) B).trace) atTop
      (𝓝 (fderiv ℝ E ((0 : ℝ) • A s) B * E (A s - (0 : ℝ) • A s)).trace) :=
    hlim.congr fun m => (key m (1 / ((m : ℝ) + 1)) (by field_simp)).symm
  have hval := tendsto_nhds_unique tendsto_const_nhds hconst
  have hD0 : fderiv ℝ E 0 = 1 := hasFDerivAt_exp_zero.fderiv
  rw [zero_smul, sub_zero, hD0] at hval
  have hfin := traceL.hasFDerivAt.comp_hasDerivAt s (hpath 1)
  simp only [one_smul] at hfin
  exact hfin.congr_deriv hval
```

Q: And positivity of Z?

A: It follows from the square root R. The first lemma below constructs it, and the second uses that tr(R†R) is nonnegative and vanishes only for R = 0. The third settles your worry about real parts: conjugating tr(CW), with C and W Hermitian, reverses the product, and cyclicity restores it.

```lean
/-- The Boltzmann operator of a Hermitian Hamiltonian is the square of an invertible
Hermitian matrix. -/
theorem boltzmann_eq_sq (T : ℝ) {K : Matrix n n ℂ} (hK : K.IsHermitian) :
    ∃ R : Matrix n n ℂ, Rᴴ = R ∧ IsUnit R ∧ boltzmann T K = R * R := by
  refine ⟨NormedSpace.exp ((-T⁻¹ / 2) • K), ?_, Matrix.isUnit_exp _, ?_⟩
  · rw [← Matrix.exp_conjTranspose, Matrix.conjTranspose_smul, star_trivial, hK.eq]
  · rw [← Matrix.exp_add_of_commute _ _ (Commute.refl _), ← add_smul, add_halves, boltzmann]

/-- The partition function of a Hermitian Hamiltonian on a nonzero space is positive. -/
theorem partitionFn_pos [Nonempty n] (T : ℝ) {K : Matrix n n ℂ} (hK : K.IsHermitian) :
    0 < partitionFn T K := by
  obtain ⟨R, hR, hu, h⟩ := boltzmann_eq_sq T hK
  have h0 : 0 ≤ (Rᴴ * R).trace := (Matrix.posSemidef_conjTranspose_mul_self R).trace_nonneg
  have h1 : (Rᴴ * R).trace ≠ 0 := fun h =>
    hu.ne_zero (Matrix.trace_conjTranspose_mul_self_eq_zero_iff.1 h)
  have h2 := (Complex.lt_def.1 (lt_of_le_of_ne h0 h1.symm)).1
  rw [hR] at h2
  simpa [partitionFn, h] using h2

/-- For a Hermitian Hamiltonian and a Hermitian observable, the thermal average equals the
quotient of the full complex traces. -/
theorem thermalAverage_eq_trace (T : ℝ) {K A : Matrix n n ℂ} (hK : K.IsHermitian)
    (hA : A.IsHermitian) :
    (thermalAverage T K A : ℂ) = (A * boltzmann T K).trace / (boltzmann T K).trace := by
  obtain ⟨R, hR, -, h⟩ := boltzmann_eq_sq T hK
  have hW : (boltzmann T K)ᴴ = boltzmann T K := by rw [h, Matrix.conjTranspose_mul, hR]
  have hre (C : Matrix n n ℂ) (hC : Cᴴ = C) :
      (((C * boltzmann T K).trace.re : ℝ) : ℂ) = (C * boltzmann T K).trace := by
    apply Complex.conj_eq_iff_re.1
    change star (C * boltzmann T K).trace = _
    rw [← Matrix.trace_conjTranspose, Matrix.conjTranspose_mul, hW, hC, Matrix.trace_mul_comm]
  have h1 := hre 1 Matrix.conjTranspose_one
  rw [one_mul] at h1
  rw [thermalAverage, partitionFn, Complex.ofReal_div, hre A hA, h1]
```

Q: Then the main statement. Which paths are allowed?

A: Any path `K` that is Hermitian on the closed interval between `a` and `b`, with derivative `K'` there and `K'` continuous. The derivative at the end points is two-sided, so `K` has to be defined slightly beyond them. `Nonempty n` says that there is at least one basis state.

```lean
/-- Along a continuously differentiable path of Hermitian Hamiltonians at `T > 0`, the change of
the thermodynamic potential is the integral of the thermal average of `K'(s)`. -/
theorem potential_sub_eq_integral_path [Nonempty n] {T : ℝ} (hT : 0 < T) {a b : ℝ}
    {K K' : ℝ → Matrix n n ℂ} (hH : ∀ s ∈ Set.uIcc a b, (K s).IsHermitian)
    (hK : ∀ s ∈ Set.uIcc a b, HasDerivAt K (K' s) s) (hK' : ContinuousOn K' (Set.uIcc a b)) :
    potential T (K b) - potential T (K a) = ∫ s in a..b, thermalAverage T (K s) (K' s) := by
  symm
  apply intervalIntegral.integral_eq_sub_of_hasDerivAt (f := fun s => potential T (K s))
  · intro s hs
    have hX : HasDerivAt (fun t => (-T⁻¹) • K t) ((-T⁻¹) • K' s) s :=
      (hK s hs).const_smul (-T⁻¹ : ℝ)
    have hZ : HasDerivAt (fun t => partitionFn T (K t))
        (((-T⁻¹) • K' s) * boltzmann T (K s)).trace.re s :=
      Complex.reCLM.hasFDerivAt.comp_hasDerivAt s (hasDerivAt_trace_exp hX)
    have hpos := (partitionFn_pos T (hH s hs)).ne'
    refine ((hZ.log hpos).const_mul (-T)).congr_deriv ?_
    rw [smul_mul_assoc, Matrix.trace_smul, Complex.smul_re, smul_eq_mul, thermalAverage]
    field_simp
  · -- the integrand is continuous, hence integrable
    apply ContinuousOn.intervalIntegrable
    have hexp : Continuous (NormedSpace.exp : Matrix n n ℂ → Matrix n n ℂ) :=
      continuous_iff_continuousAt.2 fun X =>
        (NormedSpace.exp_analytic (𝕂 := ℝ) X).continuousAt
    have hKc : ContinuousOn K (Set.uIcc a b) := fun s hs =>
      (hK s hs).continuousAt.continuousWithinAt
    have hW : ContinuousOn (fun s => boltzmann T (K s)) (Set.uIcc a b) :=
      hexp.comp_continuousOn (hKc.const_smul (-T⁻¹))
    have hre := Complex.continuous_re.comp (traceL (n := n)).continuous
    exact (hre.comp_continuousOn (hK'.mul hW)).div (hre.comp_continuousOn hW)
      fun s hs => (partitionFn_pos T (hH s hs)).ne'
```

The first bullet of the proof is the chain rule through exponential, trace, real part and logarithm; the second is continuity of the integrand.

The straight path gives the formula you doubted. `H + s • V` is the Hamiltonian at coupling s, and `thermalAverage T (H + s • V) V` is the average of the full V in the Gibbs state of that Hamiltonian.

```lean
/-- Thermal coupling-constant integration: for Hermitian `H` and `V` and `T > 0`, switching on
`V` changes the potential by the integral over `s` from 0 to 1 of the average of `V` in the
Gibbs state of `H + sV`. -/
theorem thermal_coupling_integration [Nonempty n] {T : ℝ} (hT : 0 < T)
    {H V : Matrix n n ℂ} (hH : H.IsHermitian) (hV : V.IsHermitian) :
    potential T (H + V) - potential T H
      = ∫ s in (0 : ℝ)..1, thermalAverage T (H + s • V) V := by
  have h := potential_sub_eq_integral_path hT (a := 0) (b := 1)
    (K := fun s : ℝ => H + s • V) (K' := fun _ => V)
    (fun s _ => by
      change (H + s • V)ᴴ = H + s • V
      rw [Matrix.conjTranspose_add, Matrix.conjTranspose_smul, star_trivial, hH.eq, hV.eq])
    (fun s _ => by
      have hlin := ((hasDerivAt_id s).smul_const V).const_add H
      simp only [one_smul, id] at hlin
      exact hlin)
    continuousOn_const
  simpa only [one_smul, zero_smul, add_zero] using h
```

Q: In density functional theory, the adiabatic connection holds the density fixed. Here it drifts.

A: Yes. H contains the external potential and stays put, so the density generally changes with s. Holding the density fixed generally requires an external potential that varies with s, and K'(s) then contains the derivative of that potential as well as the interaction. The path theorem applies to such a path if you supply one that is continuously differentiable; it doesn't construct one. Nor does it treat infinite-dimensional Hamiltonians or the limit T → 0.

Q: Does the formula tell me anything physical before I evaluate it?

A: A sign. If V is positive semidefinite, as Coulomb repulsion is in a finite basis, then tr(V R R) = tr(R V R) ≥ 0 at every s. The integrand is never negative, so in this finite model at fixed external potential, repulsion cannot lower Ω. The last theorem says this, and its proof is that one use of cyclicity followed by integration.

```lean
/-- At `T > 0`, adding a positive semidefinite interaction to a Hermitian Hamiltonian does not
lower the thermodynamic potential. -/
theorem potential_le_of_posSemidef [Nonempty n] {T : ℝ} (hT : 0 < T)
    {H V : Matrix n n ℂ} (hH : H.IsHermitian) (hV : V.PosSemidef) :
    potential T H ≤ potential T (H + V) := by
  rw [← sub_nonneg, thermal_coupling_integration hT hH hV.isHermitian]
  apply intervalIntegral.integral_nonneg zero_le_one
  intro s _
  have hK : (H + s • V).IsHermitian := by
    change (H + s • V)ᴴ = H + s • V
    rw [Matrix.conjTranspose_add, Matrix.conjTranspose_smul, star_trivial, hH.eq,
      hV.isHermitian.eq]
  obtain ⟨R, hR, -, h⟩ := boltzmann_eq_sq T hK
  -- tr(V R R) = tr(R V R), the trace of a positive semidefinite matrix
  have h0 := (Complex.le_def.1 (hV.conjTranspose_mul_mul_same R).trace_nonneg).1
  rw [hR, mul_assoc, Matrix.trace_mul_comm, mul_assoc, ← h] at h0
  exact div_nonneg h0 (partitionFn_pos T hK).le

end ThermalCouplingIntegration
```

```lean
#print axioms ThermalCouplingIntegration.thermalAverage_eq_trace
#print axioms ThermalCouplingIntegration.thermal_coupling_integration
#print axioms ThermalCouplingIntegration.potential_le_of_posSemidef
```

```
'ThermalCouplingIntegration.thermalAverage_eq_trace' depends on axioms: [propext, Classical.choice, Quot.sound]
'ThermalCouplingIntegration.thermal_coupling_integration' depends on axioms: [propext, Classical.choice, Quot.sound]
'ThermalCouplingIntegration.potential_le_of_posSemidef' depends on axioms: [propext, Classical.choice, Quot.sound]
```

Q: What would I do with it in a program?

A: Choose quadrature points in s. At each one, diagonalise H + sV, form the Boltzmann weights after subtracting the lowest eigenvalue to avoid overflow, and average the diagonal elements of V in the eigenbasis. The weighted sum of these averages approximates Ω(1) - Ω(0).

For the spin with ε = g = T = 1, the averages at s = 0, 1/2 and 1 are 0, -0.36085 and -0.62818. Simpson's rule gives -0.34526, while the direct difference, -ln(cosh √2 / cosh 1), is -0.34471.

When full diagonalisation is affordable, the direct difference is available too, and the comparison tests the code. The integral is more useful when a simulation can sample averages of V but doesn't deliver Z; the result then carries both sampling and quadrature error.
